# A frozen vibrational ground state never underestimates rotational energies in a finite Hermitian model, and its error never decreases with J

The rotational levels of a diatomic molecule can be estimated from a single vibrational calculation. One diagonalises the vibrational Hamiltonian at \(J=0\), averages \(\hbar^2/(2\mu R^2)\) over the ground state, where \(\mu\) is the reduced mass and \(R\) the bond length, and multiplies the average by \(J(J+1)\). The vibrational state is then frozen, although rotation changes it. In a finite basis, the estimate is compared below with the rise of the lowest eigenvalue above its \(J=0\) value, obtained by diagonalising again at each \(J\).

## The vibrational matrix with a rotational term

Let \(H\) be the vibrational Hamiltonian and \(W\) the operator \(\hbar^2/(2\mu R^2)\), both written as Hermitian matrices in a finite orthonormal basis. With \(x=J(J+1)\), the Hamiltonian at fixed \(J\) is \(H+xW\). This form suits a diatomic without electronic angular momentum; Coriolis coupling and asymmetric tops need more terms. The argument uses only that \(H\) and \(W\) are Hermitian, so \(W\) need not be positive. The type `n` labels the basis functions.

```lean
import Mathlib

open Matrix
open scoped ComplexOrder

namespace CentrifugalDistortion

noncomputable section

variable {n : Type*} [Fintype n]
```

The ground energy of a matrix \(A\) is defined as the infimum of its real eigenvalues, and is shown below to be the lowest eigenvalue when \(A\) is Hermitian.

```lean
/-- The ground energy of a matrix Hamiltonian: the infimum of its real eigenvalues. -/
def groundEnergy (A : Matrix n n ℂ) : ℝ :=
  sInf {e : ℝ | ∃ v : n → ℂ, v ≠ 0 ∧ A *ᵥ v = (e : ℂ) • v}
```

A ground state is a vector with \(\langle v,v\rangle=1\) and \(Av=E_{\min}v\), where \(E_{\min}\) is the ground energy of \(A\). Degeneracy is allowed, so two such vectors may differ by more than a phase.

```lean
/-- A unit vector that is an eigenvector of `A` at the ground energy. -/
def IsGroundState (A : Matrix n n ℂ) (v : n → ℂ) : Prop :=
  star v ⬝ᵥ v = 1 ∧ A *ᵥ v = (groundEnergy A : ℂ) • v
```

The expectation is the real part of \(\langle v,Av\rangle=v^\dagger Av\), which for Hermitian \(A\) is the whole value.

```lean
/-- The real part of `⟨v, A v⟩`. -/
def expectation (A : Matrix n n ℂ) (v : n → ℂ) : ℝ := (star v ⬝ᵥ A *ᵥ v).re
```

Write \(E(x)\) for the ground energy of \(H+xW\). In Lean it is `rotLevel H W x`, with \(x\) any real number.

```lean
/-- The ground energy `E(x)` of the vibrational Hamiltonian `H` with the rotational
term `x W`, where `x` stands for `J(J+1)`. -/
def rotLevel (H W : Matrix n n ℂ) (x : ℝ) : ℝ := groundEnergy (H + (x : ℂ) • W)
```

For a ground state \(v\) of \(H\), put \(b=\langle v,Wv\rangle\). The frozen estimate of the rotational energy is \(xb\), and its error is
\[
\Delta(x)=xb-\bigl(E(x)-E(0)\bigr).
\]

```lean
/-- The rotational energy `x ⟨v, W v⟩` estimated with the frozen vibrational state `v`,
minus the rotational energy `E(x) - E(0)`. -/
def frozenError (H W : Matrix n n ℂ) (v : n → ℂ) (x : ℝ) : ℝ :=
  x * expectation W v - (rotLevel H W x - rotLevel H W 0)
```

## The lowest eigenvalue and the variational principle

The spectral theorem gives a Hermitian matrix an orthonormal basis of eigenvectors with real eigenvalues \(\lambda_j\). The next lemma takes from this a unit eigenvector for each \(\lambda_j\), with the normalisation written in the plain dot product used here.

```lean
variable [DecidableEq n]

/-- Each eigenvalue in the spectral decomposition of a Hermitian matrix has a unit
eigenvector. -/
theorem exists_unit_eigenvector {A : Matrix n n ℂ} (hA : A.IsHermitian) (j : n) :
    ∃ v : n → ℂ, star v ⬝ᵥ v = 1 ∧ A *ᵥ v = (hA.eigenvalues j : ℂ) • v := by
  refine ⟨(hA.eigenvectorBasis j).ofLp, ?_, ?_⟩
  · have h1 : ‖hA.eigenvectorBasis j‖ = 1 := hA.eigenvectorBasis.orthonormal.1 j
    have h2 := inner_self_eq_norm_sq_to_K (𝕜 := ℂ) (hA.eigenvectorBasis j)
    rw [EuclideanSpace.inner_eq_star_dotProduct, h1] at h2
    rw [dotProduct_comm, h2]
    simp
  · exact (hA.mulVec_eigenvectorBasis j).trans (by ext i; simp)
```

Choose the smallest \(\lambda_j\), which exists because the basis is finite and nonempty. If \(Av=ev\) with \(v\neq0\), then \(e-A\) sends \(v\) to zero and has no inverse, so \(e\) is one of the \(\lambda_k\) and \(e\ge\lambda_j\). The proof assumes an inverse `w⁻¹` and derives \(v=0\). Hence the infimum is attained, and a ground state exists.

```lean
/-- The ground energy of a Hermitian matrix of nonzero size is its lowest eigenvalue, and
a ground state exists. -/
theorem groundEnergy_isLeast [Nonempty n] {A : Matrix n n ℂ} (hA : A.IsHermitian) :
    IsLeast {e : ℝ | ∃ v : n → ℂ, v ≠ 0 ∧ A *ᵥ v = (e : ℂ) • v} (groundEnergy A) ∧
      ∃ v, IsGroundState A v := by
  obtain ⟨j, hj⟩ := Finite.exists_min hA.eigenvalues
  obtain ⟨u, hu, hAu⟩ := exists_unit_eigenvector hA j
  have hu0 : u ≠ 0 := by
    rintro rfl
    simp at hu
  have hleast : IsLeast {e : ℝ | ∃ v : n → ℂ, v ≠ 0 ∧ A *ᵥ v = (e : ℂ) • v}
      (hA.eigenvalues j) := by
    refine ⟨⟨u, hu0, hAu⟩, ?_⟩
    rintro e ⟨v, hv, h⟩
    -- an eigenvalue makes `e - A` singular, so it occurs in the spectral decomposition
    have hs : e ∈ spectrum ℝ A := by
      rw [spectrum.mem_iff]
      rintro ⟨w, hw⟩
      apply hv
      have h0 : (w : Matrix n n ℂ) *ᵥ v = 0 := by
        rw [hw, Matrix.sub_mulVec, h, Algebra.algebraMap_eq_smul_one, Matrix.smul_mulVec,
          Matrix.one_mulVec]
        ext i
        simp
      calc v = ((↑w⁻¹ : Matrix n n ℂ) * ↑w) *ᵥ v := by
            rw [Units.inv_mul, Matrix.one_mulVec]
        _ = 0 := by rw [← Matrix.mulVec_mulVec, h0, Matrix.mulVec_zero]
    rw [hA.spectrum_real_eq_range_eigenvalues] at hs
    obtain ⟨k, rfl⟩ := hs
    exact hj k
  have hg : groundEnergy A = hA.eigenvalues j := hleast.csInf_eq
  exact ⟨by rw [hg]; exact hleast, u, hu, by rw [hg]; exact hAu⟩
```

Let \(M=A-E_{\min}\). If \(Mu=\lambda u\) with \(u\ne0\), then \(Au=(E_{\min}+\lambda)u\), so \(\lambda\ge0\), and \(M\) is positive semidefinite. For a unit vector \(v\),
\[
\langle v,Av\rangle-E_{\min}=\langle v,Mv\rangle\ge0 .
\]
If this vanishes, write \(M=C^\dagger C\): then \(\|Cv\|^2=0\), so \(Mv=0\) and \(Av=E_{\min}v\). The converse follows by substitution. In the code `hP` is the positivity of \(M\) and `hre` is the displayed identity.

```lean
/-- Variational principle: for a Hermitian matrix the expectation in a unit vector is at
least the ground energy, with equality exactly for eigenvectors at the ground energy. -/
theorem variational [Nonempty n] {A : Matrix n n ℂ} (hA : A.IsHermitian) {v : n → ℂ}
    (hv : star v ⬝ᵥ v = 1) :
    groundEnergy A ≤ expectation A v ∧
      (expectation A v = groundEnergy A ↔ A *ᵥ v = (groundEnergy A : ℂ) • v) := by
  have hB : (A - (groundEnergy A : ℂ) • (1 : Matrix n n ℂ)).IsHermitian := by
    unfold Matrix.IsHermitian
    rw [conjTranspose_sub, conjTranspose_smul, hA.eq, conjTranspose_one]
    simp
  -- the Hamiltonian measured from its ground energy is positive semidefinite
  have hP : (A - (groundEnergy A : ℂ) • (1 : Matrix n n ℂ)).PosSemidef := by
    refine hB.posSemidef_iff_eigenvalues_nonneg.mpr fun j => ?_
    obtain ⟨u, hu, he⟩ := exists_unit_eigenvector hB j
    have hu0 : u ≠ 0 := by
      rintro rfl
      simp at hu
    rw [Matrix.sub_mulVec, Matrix.smul_mulVec, Matrix.one_mulVec] at he
    have h1 : A *ᵥ u = ((groundEnergy A + hB.eigenvalues j : ℝ) : ℂ) • u := by
      rw [sub_eq_iff_eq_add.mp he]
      push_cast
      module
    have h2 := (groundEnergy_isLeast hA).1.2 ⟨u, hu0, h1⟩
    show (0 : ℝ) ≤ hB.eigenvalues j
    linarith
  have hre : (star v ⬝ᵥ (A - (groundEnergy A : ℂ) • (1 : Matrix n n ℂ)) *ᵥ v).re
      = expectation A v - groundEnergy A := by
    rw [Matrix.sub_mulVec, Matrix.smul_mulVec, Matrix.one_mulVec, dotProduct_sub,
      dotProduct_smul, hv]
    simp [expectation]
  have hnn := Complex.le_def.mp (hP.dotProduct_mulVec_nonneg v)
  refine ⟨?_, fun h => ?_, fun h => ?_⟩
  · have h1 := hnn.1
    rw [hre, Complex.zero_re] at h1
    linarith
  · have hz : star v ⬝ᵥ (A - (groundEnergy A : ℂ) • (1 : Matrix n n ℂ)) *ᵥ v = 0 :=
      Complex.ext (by rw [hre, h, sub_self, Complex.zero_re]) hnn.2.symm
    have h0 := (hP.dotProduct_mulVec_zero_iff v).mp hz
    rw [Matrix.sub_mulVec, Matrix.smul_mulVec, Matrix.one_mulVec] at h0
    exact sub_eq_zero.mp h0
  · rw [expectation, h, dotProduct_smul, hv]
    simp
```

## One trial state at two values of J

Since \(x\) is real, \((H+xW)^\dagger=H+xW\), and the variational principle applies at every \(x\).

```lean
omit [Fintype n] [DecidableEq n] in
/-- The rotating-molecule Hamiltonian `H + x W` is Hermitian when `H` and `W` are. -/
theorem isHermitian_rot {H W : Matrix n n ℂ} (hH : H.IsHermitian) (hW : W.IsHermitian)
    (x : ℝ) : (H + (x : ℂ) • W).IsHermitian := by
  unfold Matrix.IsHermitian
  rw [conjTranspose_add, conjTranspose_smul, hH.eq, hW.eq]
  simp
```

In a fixed state the energy is a straight line in \(x\):
\[
\langle v,(H+xW)v\rangle=\langle v,Hv\rangle+x\langle v,Wv\rangle .
\]

```lean
omit [DecidableEq n] in
/-- In a fixed state the energy is linear in `x`. -/
theorem expectation_rot (H W : Matrix n n ℂ) (v : n → ℂ) (x : ℝ) :
    expectation (H + (x : ℂ) • W) v = expectation H v + x * expectation W v := by
  simp [expectation, Matrix.add_mulVec, Matrix.smul_mulVec, dotProduct_add, dotProduct_smul]
```

Now let \(0\le x\le y\), and let \(\varphi\) be a ground state of \(H+xW\). With \(a=\langle\varphi,H\varphi\rangle\) and \(w=\langle\varphi,W\varphi\rangle\),
\[
E(x)=a+xw,\qquad E(0)\le a,\qquad E(y)\le a+yw .
\]
These are `h1`, `h0` and `h2` in the proof. Therefore
\[
\begin{aligned}
&y\bigl(E(x)-E(0)\bigr)-x\bigl(E(y)-E(0)\bigr)\\
&\quad\ge y(a+xw)-x(a+yw)-(y-x)E(0)\\
&\quad=(y-x)\bigl(a-E(0)\bigr)\ge0 .
\end{aligned}
\]
The two products given to `nlinarith` are \((y-x)(a-E(0))\ge0\) and the bound on \(E(y)\) multiplied by \(x\).

```lean
/-- Comparison of two rotational energies of Hermitian `H` and `W`, for `0 ≤ x ≤ y`:
`x (E(y) - E(0)) ≤ y (E(x) - E(0))`. -/
theorem rotLevel_chord [Nonempty n] {H W : Matrix n n ℂ} (hH : H.IsHermitian)
    (hW : W.IsHermitian) {x y : ℝ} (hx : 0 ≤ x) (hxy : x ≤ y) :
    x * (rotLevel H W y - rotLevel H W 0) ≤ y * (rotLevel H W x - rotLevel H W 0) := by
  -- the ground state at `x` serves as trial state at `0` and at `y`
  obtain ⟨φ, hφ, hE⟩ := (groundEnergy_isLeast (isHermitian_rot hH hW x)).2
  have h1 : expectation (H + (x : ℂ) • W) φ = rotLevel H W x :=
    (variational (isHermitian_rot hH hW x) hφ).2.mpr hE
  have h0 : rotLevel H W 0 ≤ expectation H φ := by
    simpa [rotLevel] using (variational hH hφ).1
  have h2 : rotLevel H W y ≤ expectation (H + (y : ℂ) • W) φ :=
    (variational (isHermitian_rot hH hW y) hφ).1
  rw [expectation_rot] at h1 h2
  rw [← h1]
  nlinarith [mul_nonneg (sub_nonneg.mpr hxy) (sub_nonneg.mpr h0),
    mul_le_mul_of_nonneg_left h2 hx]
```

The frozen state \(v\), a ground state of \(H\), is itself a trial state for \(H+xW\):
\[
E(x)\le\langle v,(H+xW)v\rangle=E(0)+xb .
\]
By the equality case of the variational principle, equality makes \(v\) an eigenvector of \(H+xW\) at energy \(E(x)\).

```lean
/-- For Hermitian `H` and `W`, a ground state `v` of `H` gives the upper bound
`E(0) + x ⟨v, W v⟩` on `E(x)`, and the bound is attained only if `v` is an eigenvector of
`H + x W` at the energy `E(x)`. -/
theorem frozen_bound [Nonempty n] {H W : Matrix n n ℂ} (hH : H.IsHermitian)
    (hW : W.IsHermitian) {v : n → ℂ} (hv : IsGroundState H v) (x : ℝ) :
    rotLevel H W x ≤ rotLevel H W 0 + x * expectation W v ∧
      (rotLevel H W x = rotLevel H W 0 + x * expectation W v →
        (H + (x : ℂ) • W) *ᵥ v = (rotLevel H W x : ℂ) • v) := by
  have h0 : expectation H v = rotLevel H W 0 := by
    simpa [rotLevel] using (variational hH hv.1).2.mpr hv.2
  have h := variational (isHermitian_rot hH hW x) hv.1
  rw [expectation_rot, h0] at h
  exact ⟨h.1, fun he => h.2.mp he.symm⟩
```

For \(0<x\le y\), dividing the two inequalities by \(xy\) and by \(x\) respectively gives
\[
\frac{E(y)-E(0)}{y}\le\frac{E(x)-E(0)}{x}\le b .
\]
The theorem states the first inequality as `AntitoneOn` over `Set.Ioi 0`, the positive reals, and the second for every ground state of \(H\). The effective rotational constant \((E(x)-E(0))/x\) thus never rises with \(J\) for \(J\ge1\).

```lean
/-- For Hermitian `H` and `W`, the rotational energy per unit of `x = J(J+1)`,
`(E(x) - E(0))/x`, is nonincreasing on `x > 0` and is at most `⟨v, W v⟩` for every ground
state `v` of `H`. -/
theorem rotational_slope [Nonempty n] {H W : Matrix n n ℂ} (hH : H.IsHermitian)
    (hW : W.IsHermitian) :
    AntitoneOn (fun x : ℝ => (rotLevel H W x - rotLevel H W 0) / x) (Set.Ioi 0) ∧
      ∀ x : ℝ, 0 < x → ∀ v, IsGroundState H v →
        (rotLevel H W x - rotLevel H W 0) / x ≤ expectation W v := by
  refine ⟨fun x hx y hy hxy => ?_, fun x hx v hv => ?_⟩
  · have hx' : 0 < x := hx
    have hy' : 0 < y := hy
    show (rotLevel H W y - rotLevel H W 0) / y ≤ (rotLevel H W x - rotLevel H W 0) / x
    rw [div_le_div_iff₀ hy' hx']
    linarith [rotLevel_chord hH hW hx'.le hxy]
  · rw [div_le_iff₀ hx]
    linarith [(frozen_bound hH hW hv x).1]
```

## How the frozen-state error grows

At \(x=0\) the error is zero, and the frozen bound gives \(\Delta(y)\ge0\). For \(0<x\le y\), the comparison of \(E(x)\) and \(E(y)\) gives
\[
\begin{aligned}
x\bigl(\Delta(y)-\Delta(x)\bigr)
&=x(y-x)b-x\bigl(E(y)-E(0)\bigr)+x\bigl(E(x)-E(0)\bigr)\\
&\ge x(y-x)b-(y-x)\bigl(E(x)-E(0)\bigr)\\
&=(y-x)\Delta(x)\ge0 .
\end{aligned}
\]
Dividing by \(x\) gives \(\Delta(y)\ge\Delta(x)\). The theorem is stated for natural numbers \(J\le K\); the proof sets \(x=J(J+1)\) and \(y=K(K+1)\) and treats \(x=0\) separately.

```lean
/-- For Hermitian `H` and `W`, the error of the rotational energy computed with a frozen
ground state of `H` never decreases as `J` grows. -/
theorem frozenError_monotone [Nonempty n] {H W : Matrix n n ℂ} (hH : H.IsHermitian)
    (hW : W.IsHermitian) {v : n → ℂ} (hv : IsGroundState H v) :
    Monotone (fun J : ℕ => frozenError H W v ((J : ℝ) * (J + 1))) := by
  intro J K hJK
  have hJ : (J : ℝ) ≤ K := by exact_mod_cast hJK
  have hx : (0 : ℝ) ≤ (J : ℝ) * (J + 1) := by positivity
  have hxy : (J : ℝ) * (J + 1) ≤ (K : ℝ) * (K + 1) := by gcongr
  show frozenError H W v ((J : ℝ) * (J + 1)) ≤ frozenError H W v ((K : ℝ) * (K + 1))
  generalize (J : ℝ) * (J + 1) = x at hx hxy ⊢
  generalize (K : ℝ) * (K + 1) = y at hxy ⊢
  rcases hx.eq_or_lt with rfl | hx0
  · simp only [frozenError]
    linarith [(frozen_bound hH hW hv y).1]
  · have h : 0 ≤ x * (frozenError H W v y - frozenError H W v x) := by
      simp only [frozenError]
      nlinarith [rotLevel_chord hH hW hx hxy, mul_nonneg (sub_nonneg.mpr hxy)
        (sub_nonneg.mpr (frozen_bound hH hW hv x).1)]
    linarith [(mul_nonneg_iff_of_pos_left hx0).mp h]
```

Suppose next that \(v\) is not an eigenvector of \(W\). If \(\Delta(x)=0\) for some \(x>0\), then \((H+xW)v=E(x)v\). Subtracting \(Hv=E(0)v\) leaves
\[
Wv=\frac{E(x)-E(0)}{x}\,v ,
\]
a contradiction. So \(\Delta(x)>0\) for all \(x>0\), which is `hlt`, and for \(0<x<y\) the previous estimate becomes strict. For \(x=0<y\), the claim is \(\Delta(y)>0=\Delta(0)\). Some condition on \(W\) or \(v\) is needed here: if \(W\) is a multiple of the identity, the error is zero at every \(J\).

```lean
/-- For Hermitian `H` and `W`, if the frozen ground state of `H` is not an eigenvector of
`W`, the error of the rotational energy computed with it grows strictly with `J`. -/
theorem frozenError_strictMono [Nonempty n] {H W : Matrix n n ℂ} (hH : H.IsHermitian)
    (hW : W.IsHermitian) {v : n → ℂ} (hv : IsGroundState H v)
    (hWv : ¬ ∃ c : ℂ, W *ᵥ v = c • v) :
    StrictMono (fun J : ℕ => frozenError H W v ((J : ℝ) * (J + 1))) := by
  -- equality in the frozen bound would make `v` an eigenvector of `W`
  have hlt : ∀ x : ℝ, 0 < x → rotLevel H W x < rotLevel H W 0 + x * expectation W v := by
    intro x hx
    refine lt_of_le_of_ne (frozen_bound hH hW hv x).1 fun he => hWv ?_
    have h := (frozen_bound hH hW hv x).2 he
    rw [Matrix.add_mulVec, Matrix.smul_mulVec, hv.2] at h
    have hxc : (x : ℂ) ≠ 0 := by exact_mod_cast hx.ne'
    refine ⟨((rotLevel H W x : ℂ) - groundEnergy H) / x, ?_⟩
    funext i
    have hi := congrFun h i
    simp only [Pi.add_apply, Pi.smul_apply, smul_eq_mul] at hi ⊢
    rw [div_mul_eq_mul_div, eq_div_iff hxc]
    linear_combination hi
  intro J K hJK
  have hJ : (J : ℝ) < K := by exact_mod_cast hJK
  have hJ0 : (0 : ℝ) ≤ J := Nat.cast_nonneg J
  have hx : (0 : ℝ) ≤ (J : ℝ) * (J + 1) := by positivity
  have hxy : (J : ℝ) * (J + 1) < (K : ℝ) * (K + 1) := by nlinarith
  show frozenError H W v ((J : ℝ) * (J + 1)) < frozenError H W v ((K : ℝ) * (K + 1))
  generalize (J : ℝ) * (J + 1) = x at hx hxy ⊢
  generalize (K : ℝ) * (K + 1) = y at hxy ⊢
  rcases hx.eq_or_lt with rfl | hx0
  · simp only [frozenError]
    linarith [hlt y hxy]
  · have h : 0 < x * (frozenError H W v y - frozenError H W v x) := by
      simp only [frozenError]
      nlinarith [rotLevel_chord hH hW hx hxy.le,
        mul_pos (sub_pos.mpr hxy) (sub_pos.mpr (hlt x hx0))]
    linarith [(mul_pos_iff_of_pos_left hx0).mp h]

end

end CentrifugalDistortion
```

```lean
#print axioms CentrifugalDistortion.rotational_slope
#print axioms CentrifugalDistortion.frozenError_monotone
#print axioms CentrifugalDistortion.frozenError_strictMono
```

```
'CentrifugalDistortion.rotational_slope' depends on axioms: [propext, Classical.choice, Quot.sound]
'CentrifugalDistortion.frozenError_monotone' depends on axioms: [propext, Classical.choice, Quot.sound]
'CentrifugalDistortion.frozenError_strictMono' depends on axioms: [propext, Classical.choice, Quot.sound]
```

## Rotational lines computed on a grid

In a discrete-variable representation with distinct grid points \(R_i>0\), \(W\) is taken as the diagonal matrix with entries \(\hbar^2/(2\mu R_i^2)\). For the normalised ground vector \(v\) of the \(J=0\) matrix,
\[
b=\sum_i |v_i|^2\,\frac{\hbar^2}{2\mu R_i^2}.
\]
If \(v\) has nonzero components at two or more grid points, it is not an eigenvector of \(W\), and the error grows strictly with \(J\).

The frozen estimate puts the transition \(J\to J+1\) at \(2(J+1)b\). Diagonalising \(H+J(J+1)W\) at both values of \(J\) and subtracting the lowest eigenvalues gives a transition energy that is lower by \(\Delta\bigl((J+1)(J+2)\bigr)-\Delta\bigl(J(J+1)\bigr)\), which is never negative. Within this finite matrix model, freezing the vibrational ground state therefore never places a rotational line too low. The comparison is between two calculations with the same matrices, so it says nothing about the error of the basis or of the potential.
